# Every density matrix on $\mathbb{C}^n$ is a mixture of $n$ orthonormal pure states

A source emits spins-½, half of them prepared up along $z$ and half up along $x$. These two states are not orthogonal, so no measurement tells them apart with certainty. Could a source of mutually orthogonal states give the same statistics? In the $z$ basis the density matrix is

$$\rho=\begin{pmatrix}3/4&1/4\\1/4&1/4\end{pmatrix},$$

with eigenvalues $\tfrac12(1\pm\tfrac1{\sqrt2})$. Mixing spins up and down along the bisector of $x$ and $z$ with these weights gives the same $\rho$. In finite dimension, every mixed state of quantum mechanics can be written in this way.

```lean
import Mathlib

open Matrix
open scoped ComplexOrder

namespace OrthogonalEnsemble

noncomputable section

variable {n ι κ : Type*} [Fintype n] [Fintype ι] [Fintype κ]
```

The Lean `n` is a finite index type, and its cardinality is the dimension $n$. The types `ι` and `κ` label ensemble members.

## States and ensembles

A density matrix is positive semidefinite with trace one.

```lean
/-- A density matrix: positive semidefinite with trace one. -/
structure IsDensity (ρ : Matrix n n ℂ) : Prop where
  posSemidef : ρ.PosSemidef
  trace_one : ρ.trace = 1
```

For a unit vector $v$, `pureState v` is the projector $|v\rangle\langle v|$; for other vectors it is $\|v\|^2$ times a projector.

```lean
/-- The matrix `|v⟩⟨v|` of a vector `v`. -/
def pureState {n : Type*} (v : n → ℂ) : Matrix n n ℂ := vecMulVec v (star v)
```

Despite its name, `mixture` accepts any real weights and any vectors. Nonnegativity, normalisation and orthogonality are stated separately where they are needed.

```lean
/-- The weighted sum `∑ p_k |v_k⟩⟨v_k|` of an ensemble. -/
def mixture {n : Type*} (p : ι → ℝ) (v : ι → n → ℂ) : Matrix n n ℂ :=
  ∑ k, (p k : ℂ) • pureState (v k)
```

That two ensembles with equal matrices are physically indistinguishable rests on the Born rule, by which the statistics depend on the ensemble only through $\rho$. The Lean model contains matrices, not measurements.

## Orthonormal members

Orthonormality means that the members are normalised and that a single measurement can distinguish them perfectly.

```lean
/-- The vectors `v_k` are orthonormal: `⟨v_i|v_j⟩ = δ_ij`. -/
def IsOrthonormal {ι : Type*} [DecidableEq ι] (v : ι → n → ℂ) : Prop :=
  ∀ i j, star (v i) ⬝ᵥ v j = if i = j then 1 else 0
```

Let $V$ be the matrix with columns $v_k$, and $D$ the diagonal matrix of weights $p_k$. Then $(V^*V)_{ij}=\langle v_i|v_j\rangle$, so orthonormality reads $V^*V=1$.

```lean
/-- The matrix whose columns are the vectors `v_k`. -/
def ketMatrix {n ι : Type*} (v : ι → n → ℂ) : Matrix n ι ℂ := Matrix.of fun i k => v k i

/-- Orthonormal vectors are the columns of a matrix `V` with `V^* V = 1`. -/
theorem ketMatrix_isometry {ι : Type*} [DecidableEq ι] {v : ι → n → ℂ} (hv : IsOrthonormal v) :
    (ketMatrix v)ᴴ * ketMatrix v = 1 := by
  ext i j
  rw [Matrix.one_apply]
  exact hv i j
```

For any vectors, orthonormal or not,

$$(VDV^*)_{ij}=\sum_k (v_k)_i\,p_k\,\overline{(v_k)_j},$$

which is the $ij$ entry of $\sum_k p_k|v_k\rangle\langle v_k|$. The proof compares these entries.

```lean
/-- Every ensemble sum factorises as `V D V^*`, with the vectors as columns of `V`
and the weights on the diagonal of `D`. -/
theorem mixture_eq_mul {n : Type*} [DecidableEq ι] (p : ι → ℝ) (v : ι → n → ℂ) :
    mixture p v = ketMatrix v * diagonal (fun k => (p k : ℂ)) * (ketMatrix v)ᴴ := by
  ext i j
  rw [Matrix.mul_apply]
  simp only [Matrix.mul_diagonal, Matrix.conjTranspose_apply, mixture, Matrix.sum_apply,
    Matrix.smul_apply, pureState, vecMulVec_apply, smul_eq_mul, Pi.star_apply, ketMatrix,
    Matrix.of_apply]
  exact Finset.sum_congr rfl fun k _ => by ring
```

With $V^*V=1$, multiplying $\rho=VDV^*$ by $V$ gives $\rho V=VD$. Column $j$ of this equation is $\rho v_j=p_jv_j$, so each member is an eigenvector and its weight is the eigenvalue.

```lean
/-- Each member of an orthonormal ensemble is an eigenvector of the mixture,
and its eigenvalue is its weight. -/
theorem mixture_mulVec [DecidableEq ι] (p : ι → ℝ) {v : ι → n → ℂ}
    (hv : IsOrthonormal v) (j : ι) : mixture p v *ᵥ v j = (p j : ℂ) • v j := by
  have h : mixture p v * ketMatrix v = ketMatrix v * diagonal (fun k => (p k : ℂ)) := by
    rw [mixture_eq_mul, Matrix.mul_assoc, ketMatrix_isometry hv, Matrix.mul_one]
  ext i
  -- read off column `j` of `ρ V = V D`
  have hij := congrFun (congrFun h i) j
  rw [Matrix.mul_diagonal] at hij
  exact hij.trans (mul_comm _ _)
```

By cyclicity, $\operatorname{tr}\rho=\operatorname{tr}(V^*VD)=\sum_k p_k$.

```lean
/-- The trace of a mixture of orthonormal states is the sum of the weights. -/
theorem trace_mixture [DecidableEq ι] (p : ι → ℝ) {v : ι → n → ℂ}
    (hv : IsOrthonormal v) : (mixture p v).trace = ((∑ k, p k : ℝ) : ℂ) := by
  rw [mixture_eq_mul, Matrix.trace_mul_comm, ← Matrix.mul_assoc, ketMatrix_isometry hv,
    Matrix.one_mul, Matrix.trace_diagonal, Complex.ofReal_sum]
```

Without orthogonality the eigenvector property can fail: in the opening example, $\rho$ sends $(1,0)$ to $(3/4,1/4)$. The trace formula needs only normalised members.

## Positivity, trace one and a full set of kets

The main theorem starts from $\rho$ and constructs the ensemble.

```lean
/-- Every density matrix on `ℂⁿ` is a mixture of `n` orthonormal pure states,
with nonnegative weights that sum to one. -/
theorem exists_orthonormal_ensemble [DecidableEq n] {ρ : Matrix n n ℂ} (hρ : IsDensity ρ) :
    ∃ (p : n → ℝ) (v : n → n → ℂ),
      IsOrthonormal v ∧ (∀ k, 0 ≤ p k) ∧ ∑ k, p k = 1 ∧ ρ = mixture p v := by
  have h : ρ.IsHermitian := hρ.posSemidef.isHermitian
  let v : n → n → ℂ := fun k => (h.eigenvectorBasis k).ofLp
  have hv : IsOrthonormal v := by
    intro i j
    rw [dotProduct_comm, ← EuclideanSpace.inner_eq_star_dotProduct]
    exact orthonormal_iff_ite.mp h.eigenvectorBasis.orthonormal i j
  -- the eigenvalue equations, collected as `ρ V = V D`
  have hV : ρ * ketMatrix v = ketMatrix v * diagonal (fun k => (h.eigenvalues k : ℂ)) := by
    ext i k
    rw [Matrix.mul_diagonal]
    have hk := congrFun (h.mulVec_eigenvectorBasis k) i
    rw [Pi.smul_apply, Complex.real_smul] at hk
    exact hk.trans (mul_comm _ _)
  -- a square isometry is unitary, so the eigenvectors are complete
  have hc : ketMatrix v * (ketMatrix v)ᴴ = 1 := mul_eq_one_comm.mp (ketMatrix_isometry hv)
  have hmix : ρ = mixture h.eigenvalues v := by
    rw [mixture_eq_mul, ← hV, Matrix.mul_assoc, hc, Matrix.mul_one]
  refine ⟨h.eigenvalues, v, hv, fun k => hρ.posSemidef.eigenvalues_nonneg k, ?_, hmix⟩
  have ht := trace_mixture h.eigenvalues hv
  rw [← hmix, hρ.trace_one] at ht
  exact_mod_cast ht.symm
```

**Hermiticity**, which is part of `PosSemidef`, makes the expectation values of observables real. By hand it supplies orthonormal eigenvectors $v_k$ with real eigenvalues $p_k$, hence $\rho V=VD$. The proof takes them from Mathlib's spectral theorem as `eigenvectorBasis` and `eigenvalues`, and collects the eigenvalue equations in `hV`. A matrix that is not Hermitian is no mixture with real weights, since every such mixture is Hermitian.

**A full set of kets** means one for each dimension, as the type `n → n → ℂ` records. Then $V$ is square, so $V^*V=1$ implies $VV^*=1$ (`hc`), and

$$\rho=\rho VV^*=VDV^*.$$

With fewer kets, $VV^*$ projects only onto their span. For $\rho=1/2$ on $\mathbb{C}^2$, a single eigenvector recovers only half of the state. The argument is confined to finite dimension, so a harmonic oscillator enters only after truncation to finitely many levels.

**Positivity** says that no measurement outcome has negative probability. By hand, $p_k=\langle v_k|\rho|v_k\rangle\ge0$; in the proof this is `eigenvalues_nonneg`. The matrix $\operatorname{diag}(2,-1)$ is Hermitian with trace one, but it is no mixture with nonnegative weights.

**Trace one** says that the probabilities of all outcomes add up to one. Through `trace_mixture` it becomes $\sum_kp_k=1$. Without it the weights add up to $\operatorname{tr}\rho$ instead. The same argument then gives a neighbouring result: a positive semidefinite one-particle density matrix of trace $N$, in a finite orthonormal orbital basis, splits into orthonormal natural orbitals whose occupation numbers sum to $N$.

Some weights may vanish. Omitting them leaves at most $n$ mutually orthogonal pure states.

## Purity and rank of an orthonormal ensemble

Orthonormality also removes the inner factor in $\rho^2=VDV^*VDV^*=VD^2V^*$, so the purity is $\operatorname{tr}\rho^2=\sum_kp_k^2$. The proof recognises $\rho^2$ as the mixture with squared weights and applies the trace formula.

```lean
/-- The purity `tr ρ²` of a mixture of orthonormal states is the sum of the squared weights. -/
theorem purity_mixture [DecidableEq ι] (p : ι → ℝ) {v : ι → n → ℂ} (hv : IsOrthonormal v) :
    (mixture p v * mixture p v).trace = ((∑ k, p k ^ 2 : ℝ) : ℂ) := by
  have h : mixture p v * mixture p v = mixture (fun k => p k ^ 2) v := by
    have hD : diagonal (fun k => (p k : ℂ)) * diagonal (fun k => (p k : ℂ))
        = diagonal (fun k => ((p k ^ 2 : ℝ) : ℂ)) := by
      rw [Matrix.diagonal_mul_diagonal]
      congr 1
      ext k
      push_cast
      ring
    rw [mixture_eq_mul, mixture_eq_mul, ← hD]
    -- the inner factor `V^* V` drops out
    calc _ = ketMatrix v * diagonal (fun k => (p k : ℂ)) * ((ketMatrix v)ᴴ * ketMatrix v)
          * diagonal (fun k => (p k : ℂ)) * (ketMatrix v)ᴴ := by
            simp only [Matrix.mul_assoc]
      _ = _ := by
            rw [ketMatrix_isometry hv, Matrix.mul_one]
            simp only [Matrix.mul_assoc]
  rw [h, trace_mixture _ hv]
```

In the opening example the orthogonal weights give the correct purity $3/4$, while the squares of the original weights add up to $1/2$.

For an upper bound on the rank no hypothesis on the members is needed: $V$ has one column per member, and a product has at most the rank of its left factor.

```lean
/-- The rank of a mixture is at most the number of members of the ensemble,
whether or not they are orthogonal. -/
theorem rank_mixture_le (q : κ → ℝ) (w : κ → n → ℂ) :
    (mixture q w).rank ≤ Fintype.card κ := by
  classical
  rw [mixture_eq_mul]
  exact (Matrix.rank_mul_le_left _ _).trans (Matrix.rank_le_card_width _)
```

With orthonormal members the rank is exactly the number of nonzero weights. From $\rho=VDV^*$ the rank of $\rho$ is at most that of $D$, and from $D=V^*\rho V$ the reverse holds. The proof establishes these two inequalities and then counts the nonzero diagonal entries. Without orthogonality the count can be too large: the same unit vector listed twice with weights ½ has rank one.

```lean
/-- The rank of a mixture of orthonormal states is the number of nonzero weights. -/
theorem rank_mixture_eq [DecidableEq ι] (p : ι → ℝ) {v : ι → n → ℂ}
    (hv : IsOrthonormal v) : (mixture p v).rank = Fintype.card {k // p k ≠ 0} := by
  have hD : (ketMatrix v)ᴴ * (mixture p v * ketMatrix v) = diagonal (fun k => (p k : ℂ)) := by
    rw [mixture_eq_mul, Matrix.mul_assoc _ _ (ketMatrix v), ketMatrix_isometry hv,
      Matrix.mul_one, ← Matrix.mul_assoc, ketMatrix_isometry hv, Matrix.one_mul]
  have hr : (mixture p v).rank = (diagonal (fun k => (p k : ℂ))).rank := by
    apply le_antisymm
    · rw [mixture_eq_mul]
      exact (Matrix.rank_mul_le_left _ _).trans (Matrix.rank_mul_le_right _ _)
    · rw [← hD]
      exact (Matrix.rank_mul_le_right _ _).trans (Matrix.rank_mul_le_left _ _)
  rw [hr, Matrix.rank_diagonal]
  exact Fintype.card_congr (Equiv.subtypeEquivRight fun k => by simp)
```

## The smallest possible ensemble

Combining the two rank results, any ensemble for the same state has at least as many members as an orthonormal one has nonzero weights. The competing ensemble may contain arbitrary vectors and even negative weights.

```lean
/-- No ensemble for a state has fewer members than an orthonormal ensemble for it
has nonzero weights. -/
theorem orthonormal_ensemble_minimal [DecidableEq ι] {p : ι → ℝ} {v : ι → n → ℂ}
    (hv : IsOrthonormal v) {q : κ → ℝ} {w : κ → n → ℂ} (h : mixture p v = mixture q w) :
    Fintype.card {k // p k ≠ 0} ≤ Fintype.card κ := by
  rw [← rank_mixture_eq p hv, h]
  exact rank_mixture_le q w
```

The maximally mixed state $1/n$ shows that the bound $n$ is sharp. Multiplying it by $n$ times the identity gives the identity, so its rank is $n$, and every ensemble for it has at least $n$ members. `Nonempty n` says $n\ge1$ and makes the division by $n$ legitimate; for $n=0$ the inequality is trivial.

```lean
/-- Every ensemble for the maximally mixed state `1/n` on `ℂⁿ`, `n ≥ 1`,
has at least `n` members. -/
theorem maximallyMixed_needs_all [DecidableEq n] [Nonempty n] {q : κ → ℝ} {w : κ → n → ℂ}
    (h : mixture q w = (Fintype.card n : ℂ)⁻¹ • (1 : Matrix n n ℂ)) :
    Fintype.card n ≤ Fintype.card κ := by
  have hn : (Fintype.card n : ℂ) ≠ 0 := Nat.cast_ne_zero.mpr Fintype.card_ne_zero
  -- the maximally mixed state is invertible, hence of full rank
  have h1 : mixture q w * ((Fintype.card n : ℂ) • (1 : Matrix n n ℂ)) = 1 := by
    rw [h, Matrix.mul_smul, Matrix.mul_one, smul_smul, mul_inv_cancel₀ hn, one_smul]
  calc Fintype.card n = (1 : Matrix n n ℂ).rank := Matrix.rank_one.symm
    _ ≤ (mixture q w).rank := by
      rw [← h1]
      exact Matrix.rank_mul_le_left _ _
    _ ≤ Fintype.card κ := rank_mixture_le q w

end

end OrthogonalEnsemble
```

```lean
#print axioms OrthogonalEnsemble.exists_orthonormal_ensemble
-- 'OrthogonalEnsemble.exists_orthonormal_ensemble' depends on axioms: [propext, Classical.choice, Quot.sound]
#print axioms OrthogonalEnsemble.purity_mixture
-- 'OrthogonalEnsemble.purity_mixture' depends on axioms: [propext, Classical.choice, Quot.sound]
#print axioms OrthogonalEnsemble.orthonormal_ensemble_minimal
-- 'OrthogonalEnsemble.orthonormal_ensemble_minimal' depends on axioms: [propext, Classical.choice, Quot.sound]
#print axioms OrthogonalEnsemble.maximallyMixed_needs_all
-- 'OrthogonalEnsemble.maximallyMixed_needs_all' depends on axioms: [propext, Classical.choice, Quot.sound]
```

## Propagating a mixed state

Suppose that the initial density matrix $\rho$ of a closed eight-level system is the average of $|\psi\rangle\langle\psi|$ over 50 sampled unit vectors $\psi$. Diagonalising the $8\times8$ matrix $\rho$ gives at most eight vectors $v_k$ with nonzero weight. With $U$ the time-evolution operator, the expectation value of an observable $A$ at the later time is

$$\sum_k p_k\,\langle Uv_k|A|Uv_k\rangle,$$

which takes at most eight propagations in place of 50.
